# Coulomb-like MP2 sums as grid traces for integrals in tensor-hypercontracted form

## Orbitals, grid points and weights

Let $i,j$ label occupied orbitals, $a,b$ virtual orbitals, and $P,Q,R,S$ grid points. All three sets are finite and all quantities are real. The two-electron integrals are taken in tensor-hypercontracted (THC) form,

$$(ia,jb)=\sum_{PQ}X_{iP}Y_{aP}Z_{PQ}X_{jQ}Y_{bQ},$$

where $X$ and $Y$ hold the orbital factors and $Z$ is the grid kernel, which need not be symmetric. For orbital weights $e_i$ and $g_a$, of either sign, define the overlaps of grid points and their entrywise product:

$$E_{PR}=\sum_i e_iX_{iP}X_{iR},\qquad G_{PR}=\sum_a g_aY_{aP}Y_{aR},\qquad W_{PR}=E_{PR}\,G_{PR}.$$

The main result is

$$\sum_{iajb}e_ig_ae_jg_b\,(ia,jb)^2=\mathrm{Tr}(WZWZ^T).$$

For closed-shell MP2 with real canonical orbitals, the opposite-spin correlation energy is minus the sum of $(ia,jb)^2$ over positive energy denominators. When $1/\Delta$ is replaced, for every denominator $\Delta$, by the same finite sum $\sum_kw_ke^{-\Delta t_k}$, this energy becomes a weighted sum of such traces, up to the error of that replacement, provided the integrals have exactly the factorised form above.

## From orbital pairs to the grid

Treat the pair $ia$ as one index and set $B_{ia,P}=X_{iP}Y_{aP}$. The integrals are then the entries of $K=BZB^T$. Let $D$ be the diagonal matrix with entries $e_ig_a$. Its projection onto the grid is $W$, because the double sum factorises:

$$(B^TDB)_{PR}=\sum_{ia}X_{iP}Y_{aP}\,e_ig_a\,X_{iR}Y_{aR}=E_{PR}G_{PR}=W_{PR}.$$

The weighted sum of squares is a trace over orbital pairs:

$$\mathrm{Tr}(DKDK^T)=\sum_{ia}\sum_{jb}e_ig_a\,K_{ia,jb}\,e_jg_b\,K_{ia,jb}.$$

Insert $K=BZB^T$ and $K^T=BZ^TB^T$, then move the last $B^T$ to the front by cyclicity:

$$\mathrm{Tr}(DBZB^TDBZ^TB^T)=\mathrm{Tr}\big((B^TDB)Z(B^TDB)Z^T\big)=\mathrm{Tr}(WZWZ^T).$$

## The exchange-like sum on the grid

In the product $(ia,jb)(ib,ja)$, expand the first integral over $P,Q$ and the second over $R,S$. Orbital $i$ then carries the points $P,R$, orbital $a$ carries $P,S$, orbital $j$ carries $Q,S$, and orbital $b$ carries $Q,R$. Summing each orbital separately gives

$$\sum_{iajb}e_ig_ae_jg_b\,(ia,jb)(ib,ja)=\sum_{PQRS}Z_{PQ}Z_{RS}\,E_{PR}G_{PS}E_{QS}G_{QR}.$$

Here $E$ and $G$ no longer share the same pair of points, so they do not combine into $W$.

## Laplace times and energy denominators

With orbital energies $\varepsilon$, the MP2 denominator is $\Delta_{iajb}=\varepsilon_a+\varepsilon_b-\varepsilon_i-\varepsilon_j$. Choose $e_i=e^{\varepsilon_it}$ and $g_a=e^{-\varepsilon_at}$. Then $e_ig_ae_jg_b=e^{-\Delta_{iajb}t}$, and with $W(t)$ built from these weights the main result reads

$$\sum_{iajb}(ia,jb)^2e^{-\Delta_{iajb}t}=\mathrm{Tr}\big(W(t)ZW(t)Z^T\big).$$

Now let $q(x)=\sum_kw_ke^{-xt_k}$ be a finite exponential sum. Assume that every $\Delta=\Delta_{iajb}$ satisfies $\Delta>0$ and $|1-\Delta\,q(\Delta)|\le\delta\Delta$. Dividing by $\Delta$ gives $|1/\Delta-q(\Delta)|\le\delta$. Multiply the one-time identity by $w_k$, sum over $k$, and apply the triangle inequality:

$$\Big|\sum_{iajb}\frac{(ia,jb)^2}{\Delta_{iajb}}-\sum_kw_k\mathrm{Tr}\big(W(t_k)ZW(t_k)Z^T\big)\Big|\le\delta\sum_{iajb}(ia,jb)^2=\delta\,\mathrm{Tr}(W_1ZW_1Z^T),$$

where $W_1$ has all orbital weights equal to one.

## Positivity of the denominators matters only for negative $\delta$

Suppose positivity of the denominators is no longer required. Take one occupied orbital with energy $1/2$, one virtual orbital with energy $0$, and one grid point with $X=Y=Z=1$. Then $\Delta=-1$ and the only integral is $1$. With $q=0$ and $\delta=-1$, the quadrature condition reads $1\le1$ and holds, but the claimed bound reads $|-1-0|\le-1$ and fails.

The example needs a negative $\delta$. When $\delta>0$, the quadrature condition itself forces every denominator to be positive, since its left side is non-negative and $\Delta=0$ would give $1\le0$. When $\delta=0$, the condition forces $q(\Delta)=1/\Delta$ at every denominator, and both sides of the bound vanish.

## The statements in Lean

The types `o`, `v` and `p` index occupied orbitals, virtual orbitals and grid points, and `κ` indexes quadrature points. The integral is `thcIntegral`, the matrices $E$ and $G$ are both instances of `overlap`, and $W$ is `thcWeight`.

- `thc_coulomb` is the trace identity, for all real weights and matrices.
- `thc_exchange` is the four-point contraction.
- `thc_laplace` is the identity at one real time `t`, with $W(t)$ written `laplaceWeight`.
- `thc_quadrature_error` is the error bound, with $\Delta$ written `gap` and $q$ written `expSum`. Its docstring calls the denominators `D`, which is not the diagonal matrix $D$ used above.

Only the last theorem has hypotheses beyond the types. `hD` says that all denominators are positive, which physically means that every virtual level lies above every occupied one. `hq` stands for a Laplace quadrature that is uniformly accurate on the denominators that occur. It is assumed, and no particular quadrature is constructed.

The factorised form of the integrals is a definition here, so the error made in fitting true Coulomb integrals to it is not treated. The sums carry neither the sign nor the spin prefactors of the MP2 energy, and the error bound concerns the Coulomb-like sum alone.

```lean
import Mathlib

open Matrix

namespace TensorHypercontraction

noncomputable section

variable {o v p κ : Type*} [Fintype o] [Fintype v] [Fintype p] [Fintype κ]

/-- The integral (ia,jb) in tensor-hypercontracted form, with orbital factors `X`, `Y`
and grid kernel `Z`. -/
def thcIntegral (X : Matrix o p ℝ) (Y : Matrix v p ℝ) (Z : Matrix p p ℝ)
    (i : o) (a : v) (j : o) (b : v) : ℝ :=
  ∑ P, ∑ Q, X i P * Y a P * Z P Q * X j Q * Y b Q

/-- The overlap of two grid points, summed over orbitals with weights `w`. -/
def overlap (w : o → ℝ) (X : Matrix o p ℝ) : Matrix p p ℝ :=
  Matrix.of fun P R => ∑ i, w i * X i P * X i R

/-- The grid matrix `W`: the entrywise product of the occupied and virtual overlaps. -/
def thcWeight (e : o → ℝ) (g : v → ℝ) (X : Matrix o p ℝ) (Y : Matrix v p ℝ) :
    Matrix p p ℝ :=
  Matrix.of fun P R => overlap e X P R * overlap g Y P R

/-- The factor that connects an orbital pair `ia` with a grid point. -/
def pairFactor (X : Matrix o p ℝ) (Y : Matrix v p ℝ) : Matrix (o × v) p ℝ :=
  Matrix.of fun ia P => X ia.1 P * Y ia.2 P

omit [Fintype o] [Fintype v] in
/-- The THC integrals are the entries of the matrix product `B Z Bᵀ`, with `B` the pair factor. -/
theorem thcIntegral_eq (X : Matrix o p ℝ) (Y : Matrix v p ℝ) (Z : Matrix p p ℝ)
    (i : o) (a : v) (j : o) (b : v) :
    thcIntegral X Y Z i a j b
      = (pairFactor X Y * Z * (pairFactor X Y)ᵀ) (i, a) (j, b) := by
  simp only [thcIntegral, pairFactor, Matrix.mul_apply, Matrix.transpose_apply,
    Matrix.of_apply, Finset.sum_mul]
  rw [Finset.sum_comm]
  refine Finset.sum_congr rfl fun Q _ => Finset.sum_congr rfl fun P _ => ?_
  ring

omit [Fintype p] in
/-- The grid matrix `W` is the weighted Gram matrix of the pair factor. -/
theorem thcWeight_eq [DecidableEq o] [DecidableEq v] (e : o → ℝ) (g : v → ℝ)
    (X : Matrix o p ℝ) (Y : Matrix v p ℝ) :
    thcWeight e g X Y = (pairFactor X Y)ᵀ
      * Matrix.diagonal (fun ia : o × v => e ia.1 * g ia.2) * pairFactor X Y := by
  ext P R
  rw [Matrix.mul_apply]
  simp only [Matrix.mul_diagonal, thcWeight, overlap, pairFactor, Matrix.of_apply,
    Matrix.transpose_apply, Fintype.sum_prod_type, Finset.sum_mul_sum]
  refine Finset.sum_congr rfl fun i _ => Finset.sum_congr rfl fun a _ => ?_
  ring

/-- The sum of squared entries of a square matrix, with the same weights on rows and columns, is a
trace. -/
theorem trace_weighted_sq {n : Type*} [Fintype n] [DecidableEq n] (d : n → ℝ)
    (K : Matrix n n ℝ) :
    Matrix.trace (Matrix.diagonal d * K * Matrix.diagonal d * Kᵀ)
      = ∑ x, ∑ y, d x * d y * K x y ^ 2 := by
  unfold Matrix.trace
  refine Finset.sum_congr rfl fun x _ => ?_
  rw [Matrix.diag_apply, Matrix.mul_apply]
  refine Finset.sum_congr rfl fun y _ => ?_
  rw [Matrix.mul_diagonal, Matrix.diagonal_mul, Matrix.transpose_apply]
  ring

/-- The weighted sum of squared THC integrals over all orbitals equals the trace of
`W Z W Zᵀ` over the grid. -/
theorem thc_coulomb (e : o → ℝ) (g : v → ℝ) (X : Matrix o p ℝ) (Y : Matrix v p ℝ)
    (Z : Matrix p p ℝ) :
    ∑ i, ∑ a, ∑ j, ∑ b, e i * g a * e j * g b * thcIntegral X Y Z i a j b ^ 2
      = Matrix.trace (thcWeight e g X Y * Z * thcWeight e g X Y * Zᵀ) := by
  classical
  let B := pairFactor X Y
  let D := Matrix.diagonal (fun ia : o × v => e ia.1 * g ia.2)
  -- cyclicity of the trace turns the grid trace into one over orbital pairs
  have cyc : Matrix.trace (thcWeight e g X Y * Z * thcWeight e g X Y * Zᵀ)
      = Matrix.trace (D * (B * Z * Bᵀ) * D * (B * Z * Bᵀ)ᵀ) := by
    have h1 : thcWeight e g X Y * Z * thcWeight e g X Y * Zᵀ
        = Bᵀ * (D * B * Z * Bᵀ * D * B * Zᵀ) := by
      rw [thcWeight_eq]
      simp only [B, D, Matrix.mul_assoc]
    rw [h1, Matrix.trace_mul_comm]
    simp only [Matrix.transpose_mul, Matrix.transpose_transpose, Matrix.mul_assoc]
  rw [cyc, trace_weighted_sq]
  simp only [Fintype.sum_prod_type]
  refine Finset.sum_congr rfl fun i _ => Finset.sum_congr rfl fun a _ =>
    Finset.sum_congr rfl fun j _ => Finset.sum_congr rfl fun b _ => ?_
  rw [thcIntegral_eq]
  ring

/-- Sums over four orbitals and over four grid points may be interchanged. -/
theorem sum_orbitals_grid_comm (F : o → v → o → v → p → p → p → p → ℝ) :
    ∑ i, ∑ a, ∑ j, ∑ b, ∑ P, ∑ Q, ∑ R, ∑ S, F i a j b P Q R S
      = ∑ P, ∑ Q, ∑ R, ∑ S, ∑ i, ∑ a, ∑ j, ∑ b, F i a j b P Q R S := by
  have h := Finset.sum_comm (s := Finset.univ) (t := Finset.univ)
    (f := fun (x : o × v × o × v) (y : p × p × p × p) =>
      F x.1 x.2.1 x.2.2.1 x.2.2.2 y.1 y.2.1 y.2.2.1 y.2.2.2)
  simpa only [Fintype.sum_prod_type] using h

/-- The weighted exchange-like sum of (ia,jb)(ib,ja) equals a contraction of two kernels
and four overlaps over four grid points. -/
theorem thc_exchange (e : o → ℝ) (g : v → ℝ) (X : Matrix o p ℝ) (Y : Matrix v p ℝ)
    (Z : Matrix p p ℝ) :
    ∑ i, ∑ a, ∑ j, ∑ b, e i * g a * e j * g b *
        (thcIntegral X Y Z i a j b * thcIntegral X Y Z i b j a)
      = ∑ P, ∑ Q, ∑ R, ∑ S, Z P Q * Z R S *
        (overlap e X P R * overlap g Y P S * overlap e X Q S * overlap g Y Q R) := by
  have h := sum_orbitals_grid_comm (fun i a j b P Q R S => Z P Q * Z R S *
    ((e i * X i P * X i R) * (g a * Y a P * Y a S) *
      (e j * X j Q * X j S) * (g b * Y b Q * Y b R)))
  refine Eq.trans ?_ (h.trans ?_)
  · -- expand both integrals on the grid
    refine Finset.sum_congr rfl fun i _ => Finset.sum_congr rfl fun a _ =>
      Finset.sum_congr rfl fun j _ => Finset.sum_congr rfl fun b _ => ?_
    simp only [thcIntegral, Finset.sum_mul]
    simp only [Finset.mul_sum]
    refine Finset.sum_congr rfl fun P _ => Finset.sum_congr rfl fun Q _ =>
      Finset.sum_congr rfl fun R _ => Finset.sum_congr rfl fun S _ => ?_
    ring
  · -- each orbital sum factors into its own overlap
    refine Finset.sum_congr rfl fun P _ => Finset.sum_congr rfl fun Q _ =>
      Finset.sum_congr rfl fun R _ => Finset.sum_congr rfl fun S _ => ?_
    simp only [overlap, Matrix.of_apply, ← Finset.mul_sum, ← Finset.sum_mul]

/-- The MP2 energy denominator of a double excitation from `i`, `j` to `a`, `b`. -/
def gap (εo : o → ℝ) (εv : v → ℝ) (i : o) (a : v) (j : o) (b : v) : ℝ :=
  εv a + εv b - εo i - εo j

/-- A finite sum of exponentials in `x`, with weights `w` and Laplace times `t`. -/
def expSum (w t : κ → ℝ) (x : ℝ) : ℝ := ∑ k, w k * Real.exp (-x * t k)

/-- The grid matrix `W` at Laplace time `t`, built from the orbital energies. -/
def laplaceWeight (εo : o → ℝ) (εv : v → ℝ) (X : Matrix o p ℝ) (Y : Matrix v p ℝ)
    (t : ℝ) : Matrix p p ℝ :=
  thcWeight (fun i => Real.exp (εo i * t)) (fun a => Real.exp (-εv a * t)) X Y

/-- At one Laplace time, the exponentially weighted sum of squared THC integrals is a grid trace. -/
theorem thc_laplace (εo : o → ℝ) (εv : v → ℝ) (X : Matrix o p ℝ) (Y : Matrix v p ℝ)
    (Z : Matrix p p ℝ) (t : ℝ) :
    ∑ i, ∑ a, ∑ j, ∑ b,
        thcIntegral X Y Z i a j b ^ 2 * Real.exp (-gap εo εv i a j b * t)
      = Matrix.trace (laplaceWeight εo εv X Y t * Z * laplaceWeight εo εv X Y t * Zᵀ) := by
  rw [laplaceWeight, ← thc_coulomb]
  refine Finset.sum_congr rfl fun i _ => Finset.sum_congr rfl fun a _ =>
    Finset.sum_congr rfl fun j _ => Finset.sum_congr rfl fun b _ => ?_
  rw [← Real.exp_add, ← Real.exp_add, ← Real.exp_add, mul_comm]
  congr 2
  unfold gap
  ring

/-- If all denominators `D` are positive and an exponential sum approximates `1/D` within `δ` at
each of them, the THC traces give the sum of (ia,jb)²/D within `δ` times the unit-weight trace. -/
theorem thc_quadrature_error (εo : o → ℝ) (εv : v → ℝ) (X : Matrix o p ℝ)
    (Y : Matrix v p ℝ) (Z : Matrix p p ℝ) (w t : κ → ℝ) (δ : ℝ)
    (hD : ∀ i a j b, 0 < gap εo εv i a j b)
    (hq : ∀ i a j b, |1 - gap εo εv i a j b * expSum w t (gap εo εv i a j b)|
      ≤ δ * gap εo εv i a j b) :
    |∑ i, ∑ a, ∑ j, ∑ b, thcIntegral X Y Z i a j b ^ 2 / gap εo εv i a j b
      - ∑ k, w k * Matrix.trace
          (laplaceWeight εo εv X Y (t k) * Z * laplaceWeight εo εv X Y (t k) * Zᵀ)|
      ≤ δ * Matrix.trace (thcWeight (fun _ => 1) (fun _ => 1) X Y * Z
          * thcWeight (fun _ => 1) (fun _ => 1) X Y * Zᵀ) := by
  -- the traces add up to the orbital sum with 1/D replaced by the exponential sum
  have key : ∑ k, w k * Matrix.trace
        (laplaceWeight εo εv X Y (t k) * Z * laplaceWeight εo εv X Y (t k) * Zᵀ)
      = ∑ i, ∑ a, ∑ j, ∑ b,
        thcIntegral X Y Z i a j b ^ 2 * expSum w t (gap εo εv i a j b) := by
    simp only [← thc_laplace, expSum, Finset.mul_sum]
    rw [Finset.sum_comm]
    refine Finset.sum_congr rfl fun i _ => ?_
    rw [Finset.sum_comm]
    refine Finset.sum_congr rfl fun a _ => ?_
    rw [Finset.sum_comm]
    refine Finset.sum_congr rfl fun j _ => ?_
    rw [Finset.sum_comm]
    refine Finset.sum_congr rfl fun b _ => Finset.sum_congr rfl fun k _ => ?_
    ring
  -- the error of a single term
  have term : ∀ I D q : ℝ, 0 < D → |1 - D * q| ≤ δ * D →
      |I ^ 2 / D - I ^ 2 * q| ≤ δ * I ^ 2 := by
    intro I D q hpos h
    have hne : D ≠ 0 := hpos.ne'
    have h1 : I ^ 2 / D - I ^ 2 * q = I ^ 2 * ((1 - D * q) / D) := by
      field_simp
    rw [h1, abs_mul, abs_of_nonneg (sq_nonneg I), abs_div, abs_of_pos hpos, mul_comm δ]
    exact mul_le_mul_of_nonneg_left ((div_le_iff₀ hpos).2 h) (sq_nonneg I)
  rw [key, ← thc_coulomb]
  simp only [← Finset.sum_sub_distrib, Finset.mul_sum, one_mul]
  refine (Finset.abs_sum_le_sum_abs _ _).trans (Finset.sum_le_sum fun i _ => ?_)
  refine (Finset.abs_sum_le_sum_abs _ _).trans (Finset.sum_le_sum fun a _ => ?_)
  refine (Finset.abs_sum_le_sum_abs _ _).trans (Finset.sum_le_sum fun j _ => ?_)
  refine (Finset.abs_sum_le_sum_abs _ _).trans (Finset.sum_le_sum fun b _ => ?_)
  exact term _ _ _ (hD i a j b) (hq i a j b)

end

end TensorHypercontraction
```

```lean
#print axioms TensorHypercontraction.thc_coulomb
#print axioms TensorHypercontraction.thc_exchange
#print axioms TensorHypercontraction.thc_quadrature_error
```

```
'TensorHypercontraction.thc_coulomb' depends on axioms: [propext, Classical.choice, Quot.sound]
'TensorHypercontraction.thc_exchange' depends on axioms: [propext, Classical.choice, Quot.sound]
'TensorHypercontraction.thc_quadrature_error' depends on axioms: [propext, Classical.choice, Quot.sound]
```

## How the proof follows the derivation

**The two factorisations.** `thcIntegral_eq` identifies the integrals with the entries of $BZB^T$, where $B$ is `pairFactor`. The matrix product sums over $P$ inside $Q$, so `Finset.sum_comm` exchanges the order before the terms are compared. `thcWeight_eq` proves $W=B^TDB$. Its key step is `Finset.sum_mul_sum`, which turns the product of two orbital sums into a double sum, while `Fintype.sum_prod_type` splits the sum over pairs in the same way.

**The trace identity.** `trace_weighted_sq` is the formula for $\mathrm{Tr}(DKDK^T)$ with a general square matrix $K$. In `thc_coulomb`, the step `h1` writes $WZWZ^T$ as $B^T$ times a remaining product, and `Matrix.trace_mul_comm` moves that $B^T$ to the end. This is the cyclic step of the derivation, read from the grid to the orbital pairs. The sum over pairs is then split into sums over single orbitals.

**Exchange.** `sum_orbitals_grid_comm` packs the four orbital indices into one tuple and the four grid indices into another, so that a single exchange of two sums suffices. The first half of `thc_exchange` expands both integrals on the grid. The second half pulls constants out of the orbital sums until each of them is an overlap.

**Laplace time.** `thc_laplace` applies `thc_coulomb` with exponential weights and merges the four exponentials by `Real.exp_add`. The final `ring` checks that the exponents add up to $-\Delta t$.

**The error bound.** In `thc_quadrature_error`, `key` rewrites the weighted traces as the orbital sum with $1/\Delta$ replaced by $q(\Delta)$, moving the sum over $k$ inward past one orbital index at a time. `term` is the estimate for a single integral $I$: it writes $I^2/\Delta-I^2q$ as $I^2(1-\Delta q)/\Delta$ and uses $\Delta>0$ to divide the inequality. The unit-weight trace on the right is turned back into $\sum(ia,jb)^2$ by `thc_coulomb`. Four uses of `Finset.abs_sum_le_sum_abs`, one for each orbital sum, then reduce the claim to `term`.
